# Dalgarno interchange theorem: \(\langle x,W\psi\rangle=\langle V\psi,y\rangle\) for Hermitian \(H_0\) and first-order corrections orthogonal to \(\psi\)

Take two levels with energies \(0\) and \(\Delta\neq0\), so \(H_0=\mathrm{diag}(0,\Delta)\), and let \(\psi=(1,0)\) be the state at energy \(0\). Number the components 0 and 1. A perturbation \(V\) mixes in the other level with amplitude \(x_1=-V_{10}/\Delta\), and a second perturbation \(W\) does so with \(y_1=-W_{10}/\Delta\). The first-order corrections are \(x=(0,x_1)\) and \(y=(0,y_1)\). Then

\[
\langle x,W\psi\rangle=\overline{x_1}\,W_{10}=-\frac{\overline{V_{10}}\,W_{10}}{\Delta}=\overline{V_{10}}\,y_1=\langle V\psi,y\rangle .
\]

The real factor \(1/\Delta\) can be attached to either perturbation. For any Hermitian \(H_0\) and real unperturbed energy \(E_0\), the operator \(H_0-E_0\) moves across the inner product in the same way.

## The state space and the first-order equation

States are vectors `n → ℂ` over a finite index type, the components in a finite orthonormal basis; unbounded operators and continuous spectra are not covered. The inner product `braket` is conjugate-linear in its first argument.

```lean
import Mathlib

open Matrix

namespace DalgarnoInterchange

noncomputable section

variable {n : Type*} [Fintype n]

/-- The inner product `⟨u, v⟩` of two state vectors, conjugate-linear in the first. -/
def braket (u v : n → ℂ) : ℂ := star u ⬝ᵥ v
```

Write \(\langle A\rangle=\langle\psi,A\psi\rangle\). This is `mean A ψ`, with no division by the norm, so it is the expectation value when \(\psi\) is a unit vector.

```lean
/-- The expectation expression `⟨ψ, A ψ⟩`. -/
def mean (A : Matrix n n ℂ) (ψ : n → ℂ) : ℂ := braket ψ (A *ᵥ ψ)

/-- The action of `H0 - E0` on a state vector. -/
def shifted (H0 : Matrix n n ℂ) (E0 : ℝ) (u : n → ℂ) : n → ℂ :=
  H0 *ᵥ u - (E0 : ℂ) • u
```

The predicate `FirstOrderEq H0 E0 V ψ x` says that \(x\) solves

\[
(H_0-E_0)x=-(V-\langle V\rangle)\psi ,
\]

the equation obtained at first order in \(\lambda\) from \(H_0+\lambda V\) when \(H_0\) is Hermitian and \(\psi\) is a unit eigenvector at energy \(E_0\).

```lean
/-- The first-order perturbation equation `(H0 - E0) x = -(V - ⟨V⟩) ψ`. -/
def FirstOrderEq (H0 : Matrix n n ℂ) (E0 : ℝ) (V : Matrix n n ℂ) (ψ x : n → ℂ) : Prop :=
  shifted H0 E0 x = -(V *ᵥ ψ - mean V ψ • ψ)
```

## Hermitian \(H_0\) and real \(E_0\)

These hypotheses describe a closed system with real energies. By hand, they give

\[
\begin{aligned}
\langle(H_0-E_0)u,v\rangle
&=\langle H_0u,v\rangle-\overline{E_0}\langle u,v\rangle\\
&=\langle u,H_0v\rangle-E_0\langle u,v\rangle
=\langle u,(H_0-E_0)v\rangle .
\end{aligned}
\]

In Lean, `braket_hermitian` moves the matrix and `braket_shifted` adds the energy term, with `hE` stating that \(E_0\) is its own conjugate. The type `E0 : ℝ` carries the reality assumption. The lemma `braket_conj` is needed later, to reverse an overlap.

```lean
/-- Exchanging the two vectors conjugates the inner product. -/
theorem braket_conj (u v : n → ℂ) : star (braket u v) = braket v u := by
  simp [braket, dotProduct, mul_comm]

/-- A Hermitian matrix can be moved from one side of the inner product to the other. -/
theorem braket_hermitian {A : Matrix n n ℂ} (hA : A.IsHermitian) (u v : n → ℂ) :
    braket (A *ᵥ u) v = braket u (A *ᵥ v) := by
  unfold braket
  rw [Matrix.star_mulVec, hA.eq, Matrix.dotProduct_mulVec]

/-- For Hermitian `H0` and real `E0`, the operator `H0 - E0` can be moved across the
inner product. -/
theorem braket_shifted {H0 : Matrix n n ℂ} (hH : H0.IsHermitian) (E0 : ℝ) (u v : n → ℂ) :
    braket (shifted H0 E0 u) v = braket u (shifted H0 E0 v) := by
  have h := braket_hermitian hH u v
  have hE : star (E0 : ℂ) = (E0 : ℂ) := Complex.conj_ofReal E0
  simp only [braket, shifted, star_sub, star_smul, sub_dotProduct, dotProduct_sub,
    smul_dotProduct, dotProduct_smul, smul_eq_mul, hE] at h ⊢
  rw [h]
```

Without Hermiticity the relation can fail. Give the upper level the decaying energy \(-i\), with \(V_{10}=1\) and \(W_{10}=2\). Then \(x_1=-i\) and \(y_1=-2i\), so the two sides are \(2i\) and \(-2i\). If \(E_0\) were complex, moving \(H_0-E_0\) across would leave the extra term \(2i\,\mathrm{Im}(E_0)\langle u,v\rangle\).

## The two first-order equations

These hypotheses say that \(x\) is the response to \(V\) and \(y\) the response to \(W\), at the same \(H_0\), \(E_0\) and \(\psi\). Inserting both into \(\langle(H_0-E_0)x,y\rangle=\langle x,(H_0-E_0)y\rangle\) gives

\[
-\langle V\psi,y\rangle+\overline{\langle V\rangle}\langle\psi,y\rangle
=-\langle x,W\psi\rangle+\langle W\rangle\langle x,\psi\rangle ,
\]

and hence

\[
\langle x,W\psi\rangle-\langle V\psi,y\rangle
=\langle W\rangle\langle x,\psi\rangle-\overline{\langle V\rangle}\langle\psi,y\rangle .
\]

In `interchange_defect`, `rw [hx, hy] at h` makes the insertion, `simp only` expands the inner products, and `linear_combination h` rearranges.

```lean
/-- For Hermitian `H0` and any solutions of the two first-order equations, orthogonal to `ψ` or not,
the two sides of the interchange relation differ by an explicit combination of the overlaps with
`ψ`. -/
theorem interchange_defect {H0 V W : Matrix n n ℂ} {E0 : ℝ} {ψ x y : n → ℂ}
    (hH : H0.IsHermitian) (hx : FirstOrderEq H0 E0 V ψ x) (hy : FirstOrderEq H0 E0 W ψ y) :
    braket x (W *ᵥ ψ) - braket (V *ᵥ ψ) y
      = mean W ψ * braket x ψ - star (mean V ψ) * braket ψ y := by
  have h := braket_shifted hH E0 x y
  unfold FirstOrderEq at hx hy
  -- insert both first-order equations into the symmetry of `H0 - E0`
  rw [hx, hy] at h
  simp only [braket, star_neg, star_sub, star_smul, neg_dotProduct, dotProduct_neg,
    sub_dotProduct, dotProduct_sub, smul_dotProduct, dotProduct_smul, smul_eq_mul] at h ⊢
  linear_combination h
```

The existence of solutions is assumed. If \(\psi\) belongs to a degenerate level, the equation for \(V\) has no solution when \(V\) couples \(\psi\) to an orthogonal state of the same level.

## Orthogonality to \(\psi\)

For a unit eigenvector \(\psi\) at energy \(E_0\), any multiple of \(\psi\) can be added to a solution. Requiring \(\langle\psi,x\rangle=\langle\psi,y\rangle=0\) removes that freedom, and it sets both terms on the right of the last identity to zero. The proof of `dalgarno_interchange` does the same, after turning \(\langle\psi,x\rangle=0\) into \(\langle x,\psi\rangle=0\).

```lean
/-- **Dalgarno interchange theorem.** For Hermitian `H0`, if `x` and `y` are the first-order
corrections to `ψ` due to `V` and `W`, both orthogonal to `ψ`, then `⟨x, W ψ⟩ = ⟨V ψ, y⟩`. -/
theorem dalgarno_interchange {H0 V W : Matrix n n ℂ} {E0 : ℝ} {ψ x y : n → ℂ}
    (hH : H0.IsHermitian) (hx : FirstOrderEq H0 E0 V ψ x) (hy : FirstOrderEq H0 E0 W ψ y)
    (ox : braket ψ x = 0) (oy : braket ψ y = 0) :
    braket x (W *ᵥ ψ) = braket (V *ᵥ ψ) y := by
  have ox' : braket x ψ = 0 := by rw [← braket_conj, ox, star_zero]
  have h := interchange_defect hH hx hy
  rw [ox', oy, mul_zero, mul_zero, sub_zero] at h
  exact sub_eq_zero.mp h
```

Without orthogonality the two sides can differ. In the two-level system, replacing \(x\) by \(x+c\psi\) changes the left side by \(\overline{c}\,\langle W\rangle\) and leaves the right side alone.

## Hermitian \(V\) and \(W\)

The interchange relation does not need the perturbations to be observables. The reciprocity below is proved for Hermitian \(V\) and \(W\) and can fail otherwise. Let \(\psi\) be a unit eigenvector of a nondegenerate level. When \(V\) is switched on with a small real strength, the first-order change of \(\langle W\rangle\) per unit strength is \(\langle x,W\psi\rangle+\langle\psi,Wx\rangle\). Using the interchange relation in both orders, and then Hermiticity,

\[
\langle x,W\psi\rangle=\langle V\psi,y\rangle=\langle\psi,Vy\rangle,\qquad
\langle y,V\psi\rangle=\langle W\psi,x\rangle=\langle\psi,Wx\rangle .
\]

Adding these shows that the change of \(\langle W\rangle\) caused by \(V\) equals the change of \(\langle V\rangle\) caused by \(W\). The facts `h1` and `h2` are the two chains.

```lean
/-- For Hermitian `H0`, `V` and `W`, if `x` and `y` solve the first-order equations for `V` and `W`
and are orthogonal to `ψ`, then `⟨x, W ψ⟩ + ⟨ψ, W x⟩ = ⟨y, V ψ⟩ + ⟨ψ, V y⟩`. -/
theorem response_reciprocity {H0 V W : Matrix n n ℂ} {E0 : ℝ} {ψ x y : n → ℂ}
    (hH : H0.IsHermitian) (hV : V.IsHermitian) (hW : W.IsHermitian)
    (hx : FirstOrderEq H0 E0 V ψ x) (hy : FirstOrderEq H0 E0 W ψ y)
    (ox : braket ψ x = 0) (oy : braket ψ y = 0) :
    braket x (W *ᵥ ψ) + braket ψ (W *ᵥ x) = braket y (V *ᵥ ψ) + braket ψ (V *ᵥ y) := by
  -- use the interchange theorem twice, with the perturbations in both orders
  have h1 := dalgarno_interchange hH hx hy ox oy
  have h2 := dalgarno_interchange hH hy hx oy ox
  rw [braket_hermitian hV] at h1
  rw [braket_hermitian hW] at h2
  rw [h1, h2, add_comm]
```

For a non-Hermitian \(V\) this can fail. With \(\Delta=1\), let \(V\) have the single nonzero entry \(V_{10}=1\), and let \(W\) have off-diagonal entries 1 and zero diagonal. The two changes are then \(-2\) and \(-1\).

For a finite-matrix Hamiltonian, static perturbations and a unit eigenvector \(\psi\) of a nondegenerate level, the solution \(y\) orthogonal to \(\psi\) for a Hermitian \(W\) therefore gives the linear response of \(\langle W\rangle\) to every Hermitian \(V\), as \(2\,\mathrm{Re}\,\langle V\psi,y\rangle\).

## Only the equation for \(W\)

If \(z\) is any vector orthogonal to \(\psi\), the equation for \(y\) alone gives

\[
\langle(H_0-E_0)z,y\rangle=\langle z,(H_0-E_0)y\rangle
=-\langle z,W\psi\rangle+\langle W\rangle\langle z,\psi\rangle
=-\langle z,W\psi\rangle .
\]

This is `interchange_source`. Without \(\langle\psi,z\rangle=0\), the term \(\langle W\rangle\langle z,\psi\rangle\) would stay.

```lean
/-- For Hermitian `H0` and any `z` orthogonal to `ψ`, the matrix element `⟨z, W ψ⟩` is minus the
inner product of `(H0 - E0) z` with the first-order correction `y` due to `W`. -/
theorem interchange_source {H0 W : Matrix n n ℂ} {E0 : ℝ} {ψ y z : n → ℂ}
    (hH : H0.IsHermitian) (hy : FirstOrderEq H0 E0 W ψ y) (oz : braket ψ z = 0) :
    braket z (W *ᵥ ψ) = -braket (shifted H0 E0 z) y := by
  have oz' : braket z ψ = 0 := by rw [← braket_conj, oz, star_zero]
  unfold FirstOrderEq at hy
  rw [braket_shifted hH, hy]
  simp only [braket, dotProduct_neg, dotProduct_sub, dotProduct_smul, smul_eq_mul] at oz' ⊢
  linear_combination mean W ψ * oz'
```

Now let \(z=\psi_2\) be the second-order correction, taken orthogonal to \(\psi\) (intermediate normalisation), and let \(E_2\) be the second-order energy, with \((H_0-E_0)\psi_2=-(V-\langle V\rangle)x+E_2\psi\). Then

\[
\langle\psi_2,W\psi\rangle
=\langle(V-\langle V\rangle)x,y\rangle-\overline{E_2}\langle\psi,y\rangle
=\langle(V-\langle V\rangle)x,y\rangle .
\]

The overlap follows from \(x\) and \(y\), without solving for \(\psi_2\). It is one contribution to the second-order change of \(\langle W\rangle\), which also contains \(\langle\psi,W\psi_2\rangle\), \(\langle x,Wx\rangle\) and the normalisation term \(-\langle W\rangle\|x\|^2\). In `second_order_interchange`, `oy` removes the \(E_2\) term. The algebra holds for any `x` and any complex `E2`; perturbation theory supplies their physical values.

```lean
/-- For Hermitian `H0`, if `ψ2` is orthogonal to `ψ` and solves the second-order equation `(H0 - E0)
ψ2 = -(V - ⟨V⟩) x + E2 ψ`, then `⟨ψ2, W ψ⟩ = ⟨(V - ⟨V⟩) x, y⟩`, where `y` is the first-order
correction due to `W`, also orthogonal to `ψ`. -/
theorem second_order_interchange {H0 V W : Matrix n n ℂ} {E0 : ℝ} {E2 : ℂ}
    {ψ x y ψ2 : n → ℂ} (hH : H0.IsHermitian) (hy : FirstOrderEq H0 E0 W ψ y)
    (h2 : shifted H0 E0 ψ2 = -(V *ᵥ x - mean V ψ • x) + E2 • ψ)
    (oy : braket ψ y = 0) (o2 : braket ψ ψ2 = 0) :
    braket ψ2 (W *ᵥ ψ) = braket (V *ᵥ x - mean V ψ • x) y := by
  rw [interchange_source hH hy o2, h2]
  -- the `E2` term drops out because `y` is orthogonal to `ψ`
  simp only [braket, star_add, star_neg, star_sub, star_smul, add_dotProduct,
    neg_dotProduct, sub_dotProduct, smul_dotProduct, smul_eq_mul] at oy ⊢
  linear_combination (-(star E2)) * oy
```

## The norm and eigenvalue equation of \(\psi\)

Physically, \(\psi\) is a unit eigenvector of \(H_0\) at \(E_0\). The derivation uses neither property, and no theorem here assumes them. They matter for whether solutions exist: if \(\psi\) is an eigenvector at \(E_0\), taking the inner product of the first-order equation with \(\psi\) gives \(\langle V\rangle(1-\|\psi\|^2)=0\). An eigenvector that is not normalised therefore admits a solution only when \(\langle V\rangle=0\).

The concrete example has \(\Delta=1\), \(V_{10}=1\), \(W_{10}=2\) and a unit eigenvector \(\psi\). Lean checks each hypothesis by components and finds \(\langle x,W\psi\rangle=-2\), so the relation is met with a nonzero value.

```lean
/-- A two-level system with energies 0 and 1 and two Hermitian perturbations meets the
hypotheses of the interchange theorem, with `⟨x, W ψ⟩ = -2`. -/
theorem dalgarno_interchange_witness :
    let H0 : Matrix (Fin 2) (Fin 2) ℂ := !![0, 0; 0, 1]
    let V : Matrix (Fin 2) (Fin 2) ℂ := !![0, 1; 1, 0]
    let W : Matrix (Fin 2) (Fin 2) ℂ := !![1, 2; 2, 3]
    let ψ : Fin 2 → ℂ := ![1, 0]
    let x : Fin 2 → ℂ := ![0, -1]
    let y : Fin 2 → ℂ := ![0, -2]
    H0.IsHermitian ∧ V.IsHermitian ∧ W.IsHermitian ∧
      FirstOrderEq H0 0 V ψ x ∧ FirstOrderEq H0 0 W ψ y ∧
      braket ψ x = 0 ∧ braket ψ y = 0 ∧ braket x (W *ᵥ ψ) = -2 := by
  intro H0 V W ψ x y
  refine ⟨?_, ?_, ?_, ?_, ?_, ?_, ?_, ?_⟩
  · unfold Matrix.IsHermitian
    ext i j
    fin_cases i <;> fin_cases j <;> simp [H0]
  · unfold Matrix.IsHermitian
    ext i j
    fin_cases i <;> fin_cases j <;> simp [V]
  · unfold Matrix.IsHermitian
    ext i j
    fin_cases i <;> fin_cases j <;> simp [W]
  · unfold FirstOrderEq
    ext i
    fin_cases i <;>
      simp [H0, V, ψ, x, shifted, mean, braket, Matrix.mulVec, dotProduct, Fin.sum_univ_two]
  · unfold FirstOrderEq
    ext i
    fin_cases i <;>
      simp [H0, W, ψ, y, shifted, mean, braket, Matrix.mulVec, dotProduct,
        Fin.sum_univ_two] <;>
      simp [Matrix.vecHead, Matrix.vecTail]
  · simp [ψ, x, braket, dotProduct, Fin.sum_univ_two]
  · simp [ψ, y, braket, dotProduct, Fin.sum_univ_two]
  · simp [W, ψ, x, braket, Matrix.mulVec, dotProduct, Fin.sum_univ_two]

end

end DalgarnoInterchange
```

```lean
#print axioms DalgarnoInterchange.dalgarno_interchange
#print axioms DalgarnoInterchange.response_reciprocity
#print axioms DalgarnoInterchange.second_order_interchange
```

```
'DalgarnoInterchange.dalgarno_interchange' depends on axioms: [propext, Classical.choice, Quot.sound]
'DalgarnoInterchange.response_reciprocity' depends on axioms: [propext, Classical.choice, Quot.sound]
'DalgarnoInterchange.second_order_interchange' depends on axioms: [propext, Classical.choice, Quot.sound]
```
